# Each implicit purification step doubles the inverse temperature of a Fermi density matrix

## Occupations and the purification map

Take non-interacting electrons in equilibrium at temperature $T$ and chemical potential $\mu$. A level here is a single spin orbital, which holds at most one electron. At energy $\varepsilon$ it has the reduced energy $t = (\varepsilon-\mu)/k_BT$ and the mean occupation

$$F(t) = \frac{1}{1+e^t}.$$

Purification pushes occupations towards 0 or 1. The map used here is

$$r(x) = \frac{x^2}{x^2+(1-x)^2},$$

which is not the cubic polynomial $3x^2-2x^3$ that often carries the same name. The problem is to find what $r$ does to a thermal occupation, and then to a whole density matrix. The answer bears on electronic-structure methods that avoid diagonalisation, here for a fixed one-particle Hamiltonian in a finite basis.

In Lean, $F$ is `fermi` and $r$ is `purify`, both functions of a real variable. The denominator of $r$ is positive for every real $x$.

```lean
import Mathlib

open Matrix
open scoped ComplexOrder

namespace FermiPurification

noncomputable section

/-- The Fermi function of the reduced energy `t`, the energy above the chemical potential
in units of the temperature. -/
def fermi (t : ℝ) : ℝ := 1 / (1 + Real.exp t)

/-- The scalar purification map `x² / (x² + (1 - x)²)`. -/
def purify (x : ℝ) : ℝ := x ^ 2 / (x ^ 2 + (1 - x) ^ 2)
```

## (a) The hole occupation

Show that the probability of finding the level empty is

$$1-F(t) = \frac{e^t}{1+e^t}.$$

Over the common denominator, $1-F(t) = \dfrac{(1+e^t)-1}{1+e^t}$, and the ones cancel. The Lean proof multiplies through by $1+e^t$, which is positive.

```lean
/-- The hole occupation `1 - F(t)` equals `exp t / (1 + exp t)`. -/
theorem one_sub_fermi (t : ℝ) : 1 - fermi t = Real.exp t / (1 + Real.exp t) := by
  have hne : 1 + Real.exp t ≠ 0 := by positivity
  unfold fermi
  rw [eq_div_iff hne, sub_mul, div_mul_cancel₀ _ hne]
  ring
```

## (b) One step on a single level

Show that, for every real $t$,

$$r(F(t)) = F(2t).$$

By (a), $F^2 = 1/(1+e^t)^2$ and $(1-F)^2 = e^{2t}/(1+e^t)^2$. The common factor cancels in the quotient:

$$r(F(t)) = \frac{1}{1+e^{2t}} = F(2t).$$

At fixed $\varepsilon-\mu$, doubling $t$ means halving $T$. In the proof, `h2` is $e^{2t}=(e^t)^2$; `hd` and `hv` say that the two denominators are nonzero, so that cross-multiplication leaves a polynomial identity for `ring`.

```lean
/-- One purification step doubles the reduced energy in the Fermi function. -/
theorem purify_fermi (t : ℝ) : purify (fermi t) = fermi (2 * t) := by
  have h2 : Real.exp (2 * t) = Real.exp t ^ 2 := by
    rw [two_mul, Real.exp_add, sq]
  unfold purify
  rw [one_sub_fermi]
  unfold fermi
  rw [h2]
  have he := Real.exp_pos t
  have hd : (1 / (1 + Real.exp t)) ^ 2 + (Real.exp t / (1 + Real.exp t)) ^ 2 ≠ 0 := by
    positivity
  have hv : 1 + Real.exp t ^ 2 ≠ 0 := by positivity
  rw [div_eq_div_iff hd hv]
  ring
```

## (c) Repeated steps on a single level

Write $r^{\circ n}$ for $r$ applied $n$ times, in Lean `purify^[n]`. Show that

$$r^{\circ n}(F(t)) = F(2^n t).$$

For $n=0$ both sides are $F(t)$. If the formula holds for $n$, then (b) gives

$$r^{\circ(n+1)}(F(t)) = r(F(2^nt)) = F(2\cdot 2^n t) = F(2^{n+1}t).$$

The Lean induction has the same two cases.

```lean
/-- After `n` purification steps the reduced energy in the Fermi function has been
multiplied by `2 ^ n`. -/
theorem purify_iterate_fermi (n : ℕ) (t : ℝ) :
    purify^[n] (fermi t) = fermi (2 ^ n * t) := by
  induction n with
  | zero => simp
  | succ n ih =>
    rw [Function.iterate_succ_apply', ih, purify_fermi, pow_succ', mul_assoc]
```

## (d) Distance from the ground-state occupations

Show that

$$r^{\circ n}(F(t)) < e^{-2^n t}, \qquad 1-r^{\circ n}(F(t)) < e^{2^n t}.$$

Put $s=2^nt$. By (c) the occupation is $F(s) = 1/(1+e^s) < 1/e^s = e^{-s}$. By (a) the hole occupation is $e^s/(1+e^s) < e^s$, since the denominator exceeds 1.

The first bound is useful above the chemical potential ($t>0$), the second below it ($t<0$). A level exactly at $\mu$ keeps occupation $1/2$. The two branches after `constructor` prove the two inequalities.

```lean
/-- After `n` steps the occupation lies below `exp (-2ⁿ t)`, and the hole occupation
lies below `exp (2ⁿ t)`. -/
theorem purify_iterate_error (n : ℕ) (t : ℝ) :
    purify^[n] (fermi t) < Real.exp (-(2 ^ n * t)) ∧
      1 - purify^[n] (fermi t) < Real.exp (2 ^ n * t) := by
  rw [purify_iterate_fermi]
  have he := Real.exp_pos (2 ^ n * t)
  constructor
  · unfold fermi
    rw [Real.exp_neg, ← one_div]
    exact one_div_lt_one_div_of_lt he (by linarith)
  · rw [one_sub_fermi]
    exact div_lt_self he (by linarith)
```

## The density matrix and the implicit step

Let $H$ be the one-particle Hamiltonian in an orthonormal basis labelled by the finite type `ι`, and let $\beta = 1/k_BT$. The density matrix is

$$P(\beta) = \left(1+e^{\beta(H-\mu 1)}\right)^{-1}.$$

Lean writes it as `densityMatrix H μ β`, with `NormedSpace.exp` for the matrix exponential and `•` for multiplication by a real number. Here $\beta$ may be any real number; the reading as an inverse temperature needs $\beta>0$.

An implicit step from $P$ to $X$ solves a linear system instead of forming the quotient in $r$:

$$\left(P^2+(1-P)^2\right)X = P^2.$$

`ImplicitStep P X` is this equation, a relation between two matrices.

```lean
variable {ι : Type*} [Fintype ι] [DecidableEq ι]

/-- The finite-temperature density matrix `(1 + exp (β (H - μ)))⁻¹` of a Hermitian
Hamiltonian `H` at inverse temperature `β` and chemical potential `μ`. -/
def densityMatrix (H : Matrix ι ι ℂ) (μ β : ℝ) : Matrix ι ι ℂ :=
  (1 + NormedSpace.exp (β • (H - μ • (1 : Matrix ι ι ℂ))))⁻¹

/-- One implicit purification step from `P` to `X`: the matrix `X` solves the linear system
`(P² + (1 - P)²) X = P²`. -/
def ImplicitStep (P X : Matrix ι ι ℂ) : Prop :=
  (P ^ 2 + (1 - P) ^ 2) * X = P ^ 2
```

## (e) Invertibility

Show that for Hermitian $K$ the matrix

$$1+e^K$$

is invertible.

Let $B=e^{K/2}$. It is Hermitian, so $e^K = B^2 = B^\dagger B$. For any vector $v\neq 0$,

$$v^\dagger(1+B^\dagger B)v = \|v\|^2+\|Bv\|^2 > 0,$$

so no nonzero vector is sent to zero. Some restriction on $K$ is needed: for the $1\times1$ matrix $K=i\pi$ the sum vanishes.

In Lean, `hsq` is the factorisation $e^K=B^\dagger B$. The last step adds a positive semidefinite matrix to the positive definite identity, and `IsUnit` means invertible.

```lean
/-- For Hermitian `K` the matrix `1 + exp K` is invertible. -/
theorem isUnit_one_add_exp {K : Matrix ι ι ℂ} (hK : K.IsHermitian) :
    IsUnit (1 + NormedSpace.exp K) := by
  have hhalf : ((1 / 2 : ℝ) • K).IsHermitian := by
    unfold Matrix.IsHermitian
    simp only [Matrix.conjTranspose_smul, hK.eq, star_trivial]
  have hB := hhalf.exp
  have hsum : K = (1 / 2 : ℝ) • K + (1 / 2 : ℝ) • K := by module
  -- exp K is the square of the Hermitian matrix exp (K/2)
  have hsq : NormedSpace.exp K =
      (NormedSpace.exp ((1 / 2 : ℝ) • K))ᴴ * NormedSpace.exp ((1 / 2 : ℝ) • K) := by
    rw [hB.eq, ← Matrix.exp_add_of_commute _ _ (Commute.refl _)]
    exact congrArg NormedSpace.exp hsum
  rw [hsq]
  exact (Matrix.PosDef.one.add_posSemidef
    (Matrix.posSemidef_conjTranspose_mul_self _)).isUnit
```

## (f) The matrix of the linear system

Let $1+A$ be invertible and $P=(1+A)^{-1}$. Show that

$$P^2+(1-P)^2 = P^2(1+A^2).$$

From $(1+A)P = 1 = P(1+A)$ follow $AP=PA$ and $1-P=PA$. Then

$$(1-P)^2 = P(AP)A = P(PA)A = P^2A^2,$$

and adding $P^2$ gives the claim. These two relations are `hc` and `hq`, and the `calc` block is the displayed reordering. $A$ need not be Hermitian.

```lean
/-- If `1 + A` is invertible and `P = (1 + A)⁻¹`, then
`P² + (1 - P)² = P² (1 + A²)`. -/
theorem purification_denominator {A : Matrix ι ι ℂ} (hA : IsUnit (1 + A)) :
    ((1 + A)⁻¹) ^ 2 + (1 - (1 + A)⁻¹) ^ 2 = ((1 + A)⁻¹) ^ 2 * (1 + A * A) := by
  have hdet := (Matrix.isUnit_iff_isUnit_det _).mp hA
  have hU := Matrix.mul_nonsing_inv _ hdet
  have hU' := Matrix.nonsing_inv_mul _ hdet
  generalize (1 + A)⁻¹ = P at hU hU' ⊢
  have hc : A * P = P * A := by
    linear_combination (norm := noncomm_ring) hU - hU'
  have hq : 1 - P = P * A := by
    linear_combination (norm := noncomm_ring) -hU'
  rw [hq]
  calc P ^ 2 + (P * A) ^ 2 = P ^ 2 + P * (A * P) * A := by noncomm_ring
    _ = P ^ 2 + P * (P * A) * A := by rw [hc]
    _ = P ^ 2 * (1 + A * A) := by noncomm_ring
```

## (g) One step on the density matrix

For Hermitian $H$, show that the implicit step from $P(\beta)$ has exactly one solution,

$$X = P(2\beta).$$

Let $A=e^{\beta(H-\mu1)}$, so that $A^2=e^{2\beta(H-\mu1)}$. By (f) the system reads

$$P^2(1+A^2)X = P^2.$$

$P$ is invertible, so $P^2$ cancels and $(1+A^2)X=1$, that is, $X=P(2\beta)$. Conversely, $1+A^2$ is invertible by (e), and inserting its inverse solves the system.

The `↔` in the Lean statement carries both directions. $X$ is an arbitrary complex matrix, not assumed Hermitian or commuting with $H$. The facts `hA` and `hV` are (e) at $\beta$ and $2\beta$, and `hexp` is the squaring of $A$.

```lean
/-- For a Hermitian Hamiltonian, the implicit step from the density matrix at inverse
temperature `β` has exactly one solution, the density matrix at `2 β`. -/
theorem implicitStep_iff {H : Matrix ι ι ℂ} (hH : H.IsHermitian) (μ β : ℝ)
    (X : Matrix ι ι ℂ) :
    ImplicitStep (densityMatrix H μ β) X ↔ X = densityMatrix H μ (2 * β) := by
  have hK : ∀ b : ℝ, (b • (H - μ • (1 : Matrix ι ι ℂ))).IsHermitian := by
    intro b
    unfold Matrix.IsHermitian
    simp only [Matrix.conjTranspose_smul, Matrix.conjTranspose_sub,
      Matrix.conjTranspose_one, hH.eq, star_trivial]
  have hA := isUnit_one_add_exp (hK β)
  have hV := isUnit_one_add_exp (hK (2 * β))
  -- doubling β squares the Boltzmann factor
  have hexp : NormedSpace.exp ((2 * β) • (H - μ • (1 : Matrix ι ι ℂ))) =
      NormedSpace.exp (β • (H - μ • (1 : Matrix ι ι ℂ))) *
        NormedSpace.exp (β • (H - μ • (1 : Matrix ι ι ℂ))) := by
    rw [← Matrix.exp_add_of_commute _ _ (Commute.refl _), two_mul, add_smul]
  unfold ImplicitStep densityMatrix
  rw [hexp] at hV ⊢
  generalize NormedSpace.exp (β • (H - μ • (1 : Matrix ι ι ℂ))) = A at hA hV ⊢
  rw [purification_denominator hA, mul_assoc]
  have hP : IsUnit (((1 + A)⁻¹) ^ 2) :=
    (IsUnit.of_mul_eq_one _ (Matrix.nonsing_inv_mul _
      ((Matrix.isUnit_iff_isUnit_det _).mp hA))).pow 2
  constructor
  · intro h
    -- cancel the invertible factor P²
    have h1 : (1 + A * A) * X = 1 := hP.mul_left_cancel (by rw [h, mul_one])
    exact (Matrix.inv_eq_right_inv h1).symm
  · intro h
    rw [h, Matrix.mul_nonsing_inv _ ((Matrix.isUnit_iff_isUnit_det _).mp hV), mul_one]
```

## (h) A sequence of steps

Let $X_0=P(\beta)$ with $H$ Hermitian, and let each $X_{n+1}$ solve the implicit step from $X_n$. Show that

$$X_n = P(2^n\beta).$$

The case $n=0$ is the starting condition. If $X_n=P(2^n\beta)$, then (g) leaves only $X_{n+1}=P(2^{n+1}\beta)$. For $\beta>0$ the temperature is halved at each step. Since $\mu$ stays fixed, the electron number $\operatorname{tr}X_n$ may change along the way.

In Lean, `hstep` says that every linear system is solved exactly, and `h0` that the start is the exact thermal matrix. A calculation would normally start from a high-temperature approximation to $P(\beta)$, and how that initial error propagates is left open.

```lean
/-- For a Hermitian Hamiltonian, `n` implicit purification steps starting from the density
matrix at inverse temperature `β` give the density matrix at `2ⁿ β`, with the same
chemical potential. -/
theorem implicit_purification {H : Matrix ι ι ℂ} (hH : H.IsHermitian) (μ β : ℝ)
    (X : ℕ → Matrix ι ι ℂ) (h0 : X 0 = densityMatrix H μ β)
    (hstep : ∀ n, ImplicitStep (X n) (X (n + 1))) (n : ℕ) :
    X n = densityMatrix H μ (2 ^ n * β) := by
  induction n with
  | zero => rw [h0, pow_zero, one_mul]
  | succ n ih =>
    have h := hstep n
    rw [ih] at h
    rw [(implicitStep_iff hH μ _ _).mp h, pow_succ', mul_assoc]

end

end FermiPurification
```

```lean
#print axioms FermiPurification.purify_iterate_error
-- 'FermiPurification.purify_iterate_error' depends on axioms: [propext, Classical.choice, Quot.sound]
#print axioms FermiPurification.implicit_purification
-- 'FermiPurification.implicit_purification' depends on axioms: [propext, Classical.choice, Quot.sound]
```
